# The Slater determinant of the N lowest box states is a constant times a product of sines and cosine differences

In their ground state, N identical non-interacting fermions, all in the same spin state, in a one-dimensional hard-wall box fill the N lowest orbitals, and antisymmetry makes their wavefunction vanish wherever two particles meet. Does it vanish anywhere else inside the box?

```lean
import Mathlib

open Polynomial Matrix
open scoped Real

namespace BoxSlaterDeterminant

noncomputable section

/-- Monic polynomials defined by the rescaled three-term recurrence of the sines of
multiple angles. -/
def monicU : ℕ → ℝ[X]
  | 0 => 1
  | 1 => X
  | n + 2 => X * monicU (n + 1) - C (1 / 4) * monicU n

/-- The matrix of the unnormalised box states `sin (j x)`, `j = 1, ..., N`, at the
positions `x i`; rows are particles and columns are states. -/
def boxMatrix {N : ℕ} (x : Fin N → ℝ) : Matrix (Fin N) (Fin N) ℝ :=
  Matrix.of fun i j => Real.sin ((((j : ℕ) : ℝ) + 1) * x i)

/-- The orbital with quantum number `n` of a particle in a box of length `L`. -/
def boxOrbital (L : ℝ) (n : ℕ) (x : ℝ) : ℝ :=
  √(2 / L) * Real.sin (n * π * x / L)

/-- The Slater determinant of the `N` lowest box orbitals, with the factor `1 / √N!`. -/
def slater {N : ℕ} (L : ℝ) (x : Fin N → ℝ) : ℝ :=
  1 / √(N.factorial : ℝ) *
    (Matrix.of fun i j : Fin N => boxOrbital L ((j : ℕ) + 1) (x i)).det

/-- The polynomial with index `n` is monic and has degree `n`. -/
theorem monicU_monic_natDegree : ∀ n : ℕ, (monicU n).Monic ∧ (monicU n).natDegree = n
  | 0 => ⟨monic_one, natDegree_one⟩
  | 1 => ⟨monic_X, natDegree_X⟩
  | n + 2 => by
    obtain ⟨m1, d1⟩ := monicU_monic_natDegree (n + 1)
    obtain ⟨_, d0⟩ := monicU_monic_natDegree n
    have hX : (X * monicU (n + 1)).natDegree = n + 2 := by
      rw [natDegree_X_mul m1.ne_zero, d1]
    have hC : (C (1 / 4 : ℝ) * monicU n).natDegree ≤ n :=
      (natDegree_C_mul_le _ _).trans d0.le
    -- the subtracted term has lower degree, so the leading term survives
    have hlt : (C (1 / 4 : ℝ) * monicU n).natDegree < (X * monicU (n + 1)).natDegree := by
      omega
    rw [monicU]
    exact ⟨(monic_X.mul m1).sub_of_left (degree_lt_degree hlt),
      (natDegree_sub_eq_left_of_natDegree_lt hlt).trans hX⟩

/-- Each box state is the lowest one times a polynomial in `cos x`. -/
theorem sin_eq_sin_mul_monicU (x : ℝ) : ∀ n : ℕ,
    Real.sin (((n : ℝ) + 1) * x) = Real.sin x * (2 ^ n * (monicU n).eval (Real.cos x))
  | 0 => by simp [monicU]
  | 1 => by
    have h : (((1 : ℕ) : ℝ) + 1) * x = 2 * x := by push_cast; ring
    rw [h, Real.sin_two_mul]
    simp only [monicU, eval_X]
    ring
  | n + 2 => by
    have h1 := sin_eq_sin_mul_monicU x (n + 1)
    have h0 := sin_eq_sin_mul_monicU x n
    -- three-term recurrence of the sines
    have hrec : Real.sin ((((n + 2 : ℕ) : ℝ) + 1) * x) =
        2 * Real.cos x * Real.sin ((((n + 1 : ℕ) : ℝ) + 1) * x)
          - Real.sin (((n : ℝ) + 1) * x) := by
      have e1 : (((n + 2 : ℕ) : ℝ) + 1) * x = (((n + 1 : ℕ) : ℝ) + 1) * x + x := by
        push_cast; ring
      have e2 : ((n : ℝ) + 1) * x = (((n + 1 : ℕ) : ℝ) + 1) * x - x := by
        push_cast; ring
      rw [e1, e2, Real.sin_add, Real.sin_sub]
      ring
    rw [hrec, h1, h0]
    simp only [monicU, eval_sub, eval_mul, eval_X, eval_C]
    ring

/-- Closed form of the determinant of the `N` lowest box states: a power of two times a product of
one-particle sines and of pair differences of cosines. -/
theorem det_boxMatrix {N : ℕ} (x : Fin N → ℝ) :
    (boxMatrix x).det = 2 ^ (N * (N - 1) / 2) * ((∏ i, Real.sin (x i)) *
      ∏ i, ∏ k ∈ Finset.Ioi i, (Real.cos (x k) - Real.cos (x i))) := by
  obtain ⟨P, hP⟩ : ∃ P : Matrix (Fin N) (Fin N) ℝ,
      P = Matrix.of fun i j : Fin N => (monicU (j : ℕ)).eval (Real.cos (x i)) := ⟨_, rfl⟩
  -- monic polynomials in the cosines give a Vandermonde determinant
  have hdet : P.det = ∏ i, ∏ k ∈ Finset.Ioi i, (Real.cos (x k) - Real.cos (x i)) := by
    rw [hP]
    exact (det_eval_matrixOfPolynomials_eq_det_vandermonde (fun i => Real.cos (x i))
      (fun j : Fin N => monicU (j : ℕ)) (fun j => (monicU_monic_natDegree j).2)
      (fun j => (monicU_monic_natDegree j).1)).symm.trans (det_vandermonde _)
  -- factors common to a row or to a column are pulled out
  have hfac : boxMatrix x = Matrix.of fun i j => Real.sin (x i) *
      (Matrix.of fun i j : Fin N => (2 : ℝ) ^ (j : ℕ) * P i j) i j := by
    ext i j
    rw [hP]
    exact sin_eq_sin_mul_monicU (x i) j
  have h : (boxMatrix x).det =
      (∏ i, Real.sin (x i)) * ((∏ j : Fin N, (2 : ℝ) ^ (j : ℕ)) * P.det) := by
    rw [hfac]
    exact (det_mul_column (fun i => Real.sin (x i)) _).trans
      (congrArg _ (det_mul_row (fun j : Fin N => (2 : ℝ) ^ (j : ℕ)) P))
  have hpow : (∏ j : Fin N, (2 : ℝ) ^ (j : ℕ)) = 2 ^ (N * (N - 1) / 2) := by
    rw [Finset.prod_pow_eq_pow_sum, Fin.sum_univ_eq_sum_range (fun i => i) N,
      Finset.sum_range_id]
  rw [h, hpow, hdet]
  ring

/-- For arbitrary real positions the determinant vanishes exactly when some `sin (x i)` is
zero or two particles have equal cosines. -/
theorem det_boxMatrix_eq_zero_iff {N : ℕ} (x : Fin N → ℝ) :
    (boxMatrix x).det = 0 ↔ (∃ i, Real.sin (x i) = 0) ∨
      ∃ i k, i ≠ k ∧ Real.cos (x i) = Real.cos (x k) := by
  have h2 : (2 : ℝ) ^ (N * (N - 1) / 2) ≠ 0 := by positivity
  rw [det_boxMatrix, mul_eq_zero, or_iff_right h2, mul_eq_zero]
  simp only [Finset.prod_eq_zero_iff, Finset.mem_univ, true_and, Finset.mem_Ioi, sub_eq_zero]
  refine or_congr Iff.rfl ⟨?_, ?_⟩
  · rintro ⟨i, k, h, e⟩
    exact ⟨i, k, h.ne, e.symm⟩
  · rintro ⟨i, k, h, e⟩
    rcases lt_or_gt_of_ne h with h | h
    · exact ⟨i, k, h, e.symm⟩
    · exact ⟨k, i, h, e⟩

/-- With all particles inside `(0, π)`, the determinant vanishes exactly when two particles
coincide. -/
theorem det_boxMatrix_eq_zero_iff_coincidence {N : ℕ} (x : Fin N → ℝ)
    (hx : ∀ i, x i ∈ Set.Ioo 0 π) :
    (boxMatrix x).det = 0 ↔ ∃ i k, i ≠ k ∧ x i = x k := by
  rw [det_boxMatrix_eq_zero_iff]
  constructor
  · rintro (⟨i, h⟩ | ⟨i, k, h, e⟩)
    · exact absurd h (Real.sin_pos_of_mem_Ioo (hx i)).ne'
    · exact ⟨i, k, h, Real.injOn_cos (Set.Ioo_subset_Icc_self (hx i))
        (Set.Ioo_subset_Icc_self (hx k)) e⟩
  · rintro ⟨i, k, h, e⟩
    exact Or.inr ⟨i, k, h, by rw [e]⟩

/-- With the particles inside `(0, π)` and ordered from right to left, the determinant is
positive. -/
theorem det_boxMatrix_pos {N : ℕ} (x : Fin N → ℝ)
    (hx : ∀ i, x i ∈ Set.Ioo 0 π) (hord : StrictAnti x) : 0 < (boxMatrix x).det := by
  rw [det_boxMatrix]
  refine mul_pos (by positivity) (mul_pos ?_ ?_)
  · exact Finset.prod_pos fun i _ => Real.sin_pos_of_mem_Ioo (hx i)
  · refine Finset.prod_pos fun i _ => Finset.prod_pos fun k hk => sub_pos.2 ?_
    exact Real.strictAntiOn_cos (Set.Ioo_subset_Icc_self (hx k))
      (Set.Ioo_subset_Icc_self (hx i)) (hord (Finset.mem_Ioi.1 hk))

/-- The Slater determinant for a box of length `L` is a constant times the determinant of
`sin (j y)` at the rescaled positions `y = π x / L`. -/
theorem slater_eq_det_boxMatrix {N : ℕ} (L : ℝ) (x : Fin N → ℝ) :
    slater L x = 1 / √(N.factorial : ℝ) *
      (√(2 / L) ^ N * (boxMatrix fun i => π * x i / L).det) := by
  have h : (Matrix.of fun i j : Fin N => boxOrbital L ((j : ℕ) + 1) (x i)) =
      √(2 / L) • boxMatrix fun i => π * x i / L := by
    ext i j
    simp only [boxMatrix, boxOrbital, Matrix.smul_apply, Matrix.of_apply, smul_eq_mul]
    congr 2
    push_cast
    ring
  rw [slater, h, Matrix.det_smul, Fintype.card_fin]

/-- For particles inside a box of length `L`, the Slater determinant of the `N` lowest
orbitals vanishes exactly when two particles coincide. -/
theorem slater_eq_zero_iff_coincidence {N : ℕ} (L : ℝ) (x : Fin N → ℝ)
    (hx : ∀ i, x i ∈ Set.Ioo 0 L) :
    slater L x = 0 ↔ ∃ i k, i ≠ k ∧ x i = x k := by
  have hL : ∀ _ : Fin N, 0 < L := fun i => (hx i).1.trans (hx i).2
  have hf : 1 / √(N.factorial : ℝ) ≠ 0 := by
    have : (0 : ℝ) < N.factorial := by exact_mod_cast N.factorial_pos
    positivity
  -- one normalisation factor per particle, each of them nonzero
  have hn : √(2 / L) ^ N ≠ 0 := by
    have h : ∏ _i : Fin N, √(2 / L) ≠ 0 := Finset.prod_ne_zero_iff.2 fun i _ =>
      (Real.sqrt_pos.2 (div_pos two_pos (hL i))).ne'
    simpa using h
  have hy : ∀ i, π * x i / L ∈ Set.Ioo 0 π := fun i =>
    ⟨div_pos (mul_pos Real.pi_pos (hx i).1) (hL i),
      (div_lt_iff₀ (hL i)).2 (mul_lt_mul_of_pos_left (hx i).2 Real.pi_pos)⟩
  rw [slater_eq_det_boxMatrix, mul_eq_zero, or_iff_right hf, mul_eq_zero, or_iff_right hn,
    det_boxMatrix_eq_zero_iff_coincidence _ hy]
  constructor
  · rintro ⟨i, k, h, e⟩
    exact ⟨i, k, h, mul_left_cancel₀ Real.pi_ne_zero ((div_left_inj' (hL i).ne').1 e)⟩
  · rintro ⟨i, k, h, e⟩
    exact ⟨i, k, h, by simp only [e]⟩

end

end BoxSlaterDeterminant
```

```lean
#print axioms BoxSlaterDeterminant.det_boxMatrix
#print axioms BoxSlaterDeterminant.det_boxMatrix_pos
#print axioms BoxSlaterDeterminant.slater_eq_zero_iff_coincidence
```

```
'BoxSlaterDeterminant.det_boxMatrix' depends on axioms: [propext, Classical.choice, Quot.sound]
'BoxSlaterDeterminant.det_boxMatrix_pos' depends on axioms: [propext, Classical.choice, Quot.sound]
'BoxSlaterDeterminant.slater_eq_zero_iff_coincidence' depends on axioms: [propext, Classical.choice, Quot.sound]
```

## The determinant and its zeros

Particles i and states j are both counted from 0 to N−1, so column j of `boxMatrix` holds the state sin((j+1)x). For any real positions x_i, `det_boxMatrix` states

det[sin((j+1)x_i)] = 2^(N(N−1)/2) ∏_i sin x_i ∏_{i<k} (cos x_k − cos x_i).

In Lean the pair product runs over `k ∈ Finset.Ioi i`, the indices above i.

On all of ℝ^N the zeros are the points where some sin x_i = 0 or two cosines agree. The latter includes x_k = −x_i, a zero of the determinant of the sines continued beyond the walls, which cannot occur with both particles strictly inside the box. With every x_i in (0,π), only coincidences remain, and the determinant is positive when x_0 > x_1 > … (`StrictAnti x`).

For a box of length L, `slater` uses the orbitals √(2/L) sin(nπx/L), n = 1, …, N, and the prefactor 1/√(N!). With y_i = πx_i/L and L > 0,

Ψ(x) = (1/√(N!)) (2/L)^(N/2) det[sin((j+1)y_i)].

If all particles lie in (0,L), then Ψ = 0 exactly when two of them coincide. For N ≥ 1 this condition already forces L > 0, so positivity of L is not a separate hypothesis.

The answer is therefore no for this non-interacting ground-state determinant: its nodes inside the box are only those that antisymmetry requires. The orbitals are taken as given; the file does not derive them from the Schrödinger equation, and it treats neither interactions nor excited configurations.

## From multiple angles to a Vandermonde determinant

Adding the expansions of sin(a+x) and sin(a−x) with a = (n+2)x gives

sin((n+3)x) = 2 cos x sin((n+2)x) − sin((n+1)x).

Define polynomials, called `monicU` in the file, by

q_0 = 1, q_1 = X, q_{n+2} = X q_{n+1} − q_n/4.

Then sin((n+1)x) = sin x · 2^n q_n(cos x). The cases n = 0 and n = 1 are sin x and 2 sin x cos x. If the formula holds for n and n+1, the recurrence gives, with c = cos x,

sin((n+3)x) = sin x [2c · 2^(n+1) q_{n+1}(c) − 2^n q_n(c)]
= sin x · 2^(n+2) [c q_{n+1}(c) − q_n(c)/4]
= sin x · 2^(n+2) q_{n+2}(c).

This is the induction in `sin_eq_sin_mul_monicU`, where `hrec` is the sine recurrence. Each q_n is monic of degree n, because X q_{n+1} has degree n+2 and the subtracted term only degree n; `monicU_monic_natDegree` proves this.

The matrix entries are now sin x_i · 2^j q_j(cos x_i). In `det_boxMatrix`, `hfac` records this factorisation. Taking sin x_i out of row i and 2^j out of column j leaves det[q_j(cos x_i)], and the powers of two multiply to

2^(0+1+…+(N−1)) = 2^(N(N−1)/2).

Since q_j is monic, subtracting multiples of earlier columns reduces column j to (cos x_i)^j. What remains is a Vandermonde determinant, equal to ∏_{i<k} (cos x_k − cos x_i); this is `hdet`.

The zeros follow because a product vanishes exactly when a factor does. On (0,π) the sine is positive and the cosine strictly decreasing, which rules out all zeros but coincidences and makes every factor positive in the ordered sector. `slater_eq_det_boxMatrix` takes √(2/L) out once per particle, and the final theorem uses that the normalisation factors are nonzero and that x_i ↦ y_i is injective.

## Three particles, and a Monte Carlo move

Take L = π and x = (2π/3, π/2, π/3). The sines multiply to 3/4, and the cosines −1/2, 0, 1/2 have differences 1/2, 1, 1/2. Hence

det = 2³ · 3/4 · 1/4 = 3/2.

Expanding the matrix with rows (√3/2, −√3/2, 0), (1, 0, −1), (√3/2, √3/2, 0) along its last column also gives 3/4 + 3/4 = 3/2. The normalised value is Ψ = (1/√6)(2/π)^(3/2) · 3/2 ≈ 0.311.

In a variational Monte Carlo code with this determinant, moving particle p from y to y′ (scaled positions) changes Ψ by the ratio

Ψ′/Ψ = (sin y′/sin y) ∏_{k≠p} (cos y′ − cos y_k)/(cos y − cos y_k),

provided the old Ψ is nonzero. This takes of order N operations and gives an independent check on a general determinant routine.
